# Verlet stability limit for a fictitious charge at constant capacitance

For a fictitious electrode charge with mass \(M>0\), constant capacitance \(C>0\) and time step \(h>0\), all Verlet trajectories stay within a bounded distance of equilibrium if and only if

\[
h<2\sqrt{MC}.
\]

With \(Q_n\) the charge at step \(n\), \(V\) the applied potential relative to the potential of zero charge, and \(q_n=Q_n-CV\) the deviation from equilibrium, the scheme reads

\[
q_{n+2}-2q_{n+1}+q_n=-a\,q_{n+1},\qquad a=\frac{h^2}{MC}.
\]

## Choosing the mass and the time step together

A constant-potential code that propagates the electrode charge by a second-order equation of motion gives it an inertia \(M\), which is a numerical parameter and not a property of the electrode. For a single undamped charge with constant \(C\), uncoupled from the ions, a given step \(h\) requires \(M>h^2/(4C)\). Equivalently, \(h\) must be below \(1/\pi\) of the continuous oscillation period \(2\pi\sqrt{MC}\).

## A conserved energy that bounds the charge below the limit, and growth from the limit upwards

The energy \(Q^2/(2C)-VQ\) gives the force \(V-Q/C=-q/C\), and hence the recursion above. Define

\[
E_n=\frac M2\left(\frac{q_{n+1}-q_n}{h}\right)^2+\frac{q_{n+1}q_n}{2C}.
\]

Factoring the difference of squares gives

\[
E_{n+1}-E_n=(q_{n+2}-q_n)\left[\frac{M}{2h^2}(q_{n+2}-2q_{n+1}+q_n)+\frac{q_{n+1}}{2C}\right]=0,
\]

because the recursion makes the bracket vanish. This holds for every \(h>0\), above the limit as well as below it. Completing the square gives

\[
2CE_n=\frac1a\left[q_{n+1}-\left(1-\frac a2\right)q_n\right]^2+\left(1-\frac a4\right)q_n^2 .
\]

If \(h<2\sqrt{MC}\), then \(a<4\), and since \(E_n=E_0\),

\[
|q_n|\le\sqrt{\frac{2CE_0}{1-a/4}} .
\]

If \(a\ge4\), start at \(q_0=0\). The recursion and the triangle inequality give

\[
|q_{k+2}|\ge(a-2)|q_{k+1}|-|q_k|\ge2|q_{k+1}|-|q_k| .
\]

The increments of \(|q_k|\) therefore never decrease. The first is \(|q_1|\), so \(|q_n|\ge n|q_1|\). Taking \(q_1=1\) gives an unbounded trajectory, also at \(h=2\sqrt{MC}\).

The same estimate gives geometric growth strictly above the limit: since \(|q_k|\le|q_{k+1}|\), one has \(|q_{k+2}|\ge(a-3)|q_{k+1}|\), with \(a-3>1\).

For the oscillation \(q_n=A\cos(n\theta+\varphi)\), with amplitude \(A\), phase advance \(\theta\) and initial phase \(\varphi\), the addition formulas give

\[
q_{n+2}-2q_{n+1}+q_n=-4\sin^2(\theta/2)\,q_{n+1}.
\]

It solves the scheme when \(h=2\sqrt{MC}\sin(\theta/2)\).

## The Lean file

```lean
import Mathlib

noncomputable section

namespace FictitiousChargePotentiostat

/-- Energy of an electrode with charge `Q` and capacitance `C ≠ 0`, held at potential `V`. -/
def grandEnergy (C V Q : ℝ) : ℝ := Q ^ 2 / (2 * C) - V * Q

/-- Force on the fictitious charge: applied potential minus the electrode's own potential
`Q / C`, for `C ≠ 0`. -/
def force (C V Q : ℝ) : ℝ := V - Q / C

/-- The charges `Q 0, Q 1, …` follow the Verlet scheme with time step `h` and fictitious
mass `M ≠ 0`, at capacitance `C ≠ 0` and potential `V`. -/
def IsVerlet (M C V h : ℝ) (Q : ℕ → ℝ) : Prop :=
  ∀ n, Q (n + 2) - 2 * Q (n + 1) + Q n = h ^ 2 / M * force C V (Q (n + 1))

/-- The Verlet trajectory with prescribed first two charges `Q₀` and `Q₁`, for `M ≠ 0` and
`C ≠ 0`. -/
def verletRun (M C V h Q₀ Q₁ : ℝ) : ℕ → ℝ
  | 0 => Q₀
  | 1 => Q₁
  | n + 2 => 2 * verletRun M C V h Q₀ Q₁ (n + 1) - verletRun M C V h Q₀ Q₁ n
      + h ^ 2 / M * force C V (verletRun M C V h Q₀ Q₁ (n + 1))

/-- Discrete energy of two successive charges, measured from the equilibrium charge `C * V`,
for `h ≠ 0` and `C ≠ 0`. -/
def shadowEnergy (M C V h : ℝ) (Q : ℕ → ℝ) (n : ℕ) : ℝ :=
  M / 2 * ((Q (n + 1) - Q n) / h) ^ 2 + (Q (n + 1) - C * V) * (Q n - C * V) / (2 * C)

variable {M C V h : ℝ} {Q : ℕ → ℝ}

/-- The force on the charge is minus the derivative of the energy. -/
theorem hasDerivAt_grandEnergy (C V Q : ℝ) :
    HasDerivAt (grandEnergy C V) (-force C V Q) Q := by
  have h2 : HasDerivAt (fun x : ℝ => x ^ 2) (2 * Q) Q := by
    simpa using hasDerivAt_pow 2 Q
  change HasDerivAt (fun x : ℝ => x ^ 2 / (2 * C) - V * x) _ Q
  refine ((h2.div_const (2 * C)).fun_sub ((hasDerivAt_id' Q).const_mul V)).congr_deriv ?_
  unfold force
  ring

/-- For nonzero capacitance, the Verlet scheme is a homogeneous recursion for the deviation
of the charge from its equilibrium value `C * V`. -/
theorem isVerlet_iff_deviation (hC : C ≠ 0) :
    IsVerlet M C V h Q ↔ ∀ n, (Q (n + 2) - C * V) - 2 * (Q (n + 1) - C * V) + (Q n - C * V)
      = -(h ^ 2 / (M * C)) * (Q (n + 1) - C * V) := by
  have key : ∀ x, h ^ 2 / M * force C V x = -(h ^ 2 / (M * C)) * (x - C * V) := by
    intro x
    have hc : C * C⁻¹ = 1 := mul_inv_cancel₀ hC
    unfold force
    linear_combination (-(h ^ 2 / M * V)) * hc
  constructor
  · intro H n
    linear_combination H n + key (Q (n + 1))
  · intro H n
    linear_combination H n - key (Q (n + 1))

/-- For nonzero mass, capacitance and time step, the Verlet scheme conserves the discrete
energy exactly. -/
theorem shadowEnergy_conserved (hM : M ≠ 0) (hC : C ≠ 0) (hh : h ≠ 0)
    (hQ : IsVerlet M C V h Q) (n : ℕ) :
    shadowEnergy M C V h Q n = shadowEnergy M C V h Q 0 := by
  induction n with
  | zero => rfl
  | succ n ih =>
    rw [← ih]
    -- the recursion for the deviation, multiplied by `M / (2 * h ^ 2)`
    have e : M / (2 * h ^ 2) * ((Q (n + 2) - C * V) - 2 * (Q (n + 1) - C * V) + (Q n - C * V))
        = -(Q (n + 1) - C * V) / (2 * C) := by
      rw [(isVerlet_iff_deviation hC).1 hQ n]
      field_simp
    unfold shadowEnergy
    linear_combination (Q (n + 2) - Q n) * e

/-- For positive mass, capacitance and time step, the time step is below `2 √(M C)` exactly
when its square is below `4 M C`. -/
theorem step_lt_iff_sq_lt (hM : 0 < M) (hC : 0 < C) (hh : 0 < h) :
    h < 2 * √(M * C) ↔ h ^ 2 < 4 * (M * C) := by
  have s := Real.sq_sqrt (mul_pos hM hC).le
  have s0 := Real.sqrt_nonneg (M * C)
  constructor
  · intro H
    nlinarith [mul_pos (sub_pos.2 H) (by linarith : 0 < 2 * √(M * C) + h)]
  · intro H
    by_contra hn
    nlinarith [mul_nonneg (sub_nonneg.2 (not_lt.1 hn)) (by linarith : 0 ≤ 2 * √(M * C) + h)]

/-- For positive mass and capacitance and a positive time step below `2 √(M C)`, the initial
discrete energy bounds the deviation from equilibrium at all times. -/
theorem deviation_le (hM : 0 < M) (hC : 0 < C) (hh : 0 < h) (hs : h < 2 * √(M * C))
    (hQ : IsVerlet M C V h Q) (n : ℕ) :
    |Q n - C * V| ≤ √(2 * C * shadowEnergy M C V h Q 0 / (1 - h ^ 2 / (4 * (M * C)))) := by
  have hpos : 0 < 1 - h ^ 2 / (4 * (M * C)) := by
    rw [sub_pos, div_lt_one (by positivity)]
    exact (step_lt_iff_sq_lt hM hC hh).1 hs
  apply Real.abs_le_sqrt
  rw [le_div_iff₀ hpos, ← shadowEnergy_conserved hM.ne' hC.ne' hh.ne' hQ n]
  -- complete the square in the discrete energy
  have e : 2 * C * shadowEnergy M C V h Q n - (Q n - C * V) ^ 2 * (1 - h ^ 2 / (4 * (M * C)))
      = M * C / h ^ 2 *
        ((Q (n + 1) - C * V) - (1 - h ^ 2 / (2 * (M * C))) * (Q n - C * V)) ^ 2 := by
    unfold shadowEnergy
    field_simp
    ring
  have p : 0 ≤ M * C / h ^ 2 *
      ((Q (n + 1) - C * V) - (1 - h ^ 2 / (2 * (M * C))) * (Q n - C * V)) ^ 2 := by
    positivity
  linarith

/-- For positive mass, capacitance and time step, with the step at least `2 √(M C)`, a
trajectory that starts at equilibrium departs from it at least linearly in the number of
steps, at a rate set by its first displacement. -/
theorem linear_growth (hM : 0 < M) (hC : 0 < C) (hh : 0 < h) (hs : 2 * √(M * C) ≤ h)
    (hQ : IsVerlet M C V h Q) (h0 : Q 0 = C * V) (n : ℕ) :
    n * |Q 1 - C * V| ≤ |Q n - C * V| := by
  have ha : 4 ≤ h ^ 2 / (M * C) := by
    rw [le_div_iff₀ (mul_pos hM hC)]
    exact not_lt.1 fun H => not_lt_of_ge hs ((step_lt_iff_sq_lt hM hC hh).2 H)
  -- each step adds at least the first displacement
  have inc : ∀ k, |Q k - C * V| + |Q 1 - C * V| ≤ |Q (k + 1) - C * V| := by
    intro k
    induction k with
    | zero => simp [h0]
    | succ k ih =>
      have e : (h ^ 2 / (M * C) - 2) * (Q (k + 1) - C * V)
          = -((Q (k + 2) - C * V) + (Q k - C * V)) := by
        linear_combination (isVerlet_iff_deviation hC.ne').1 hQ k
      have t : |(h ^ 2 / (M * C) - 2) * (Q (k + 1) - C * V)|
          = (h ^ 2 / (M * C) - 2) * |Q (k + 1) - C * V| := by
        rw [abs_mul, abs_of_nonneg (by linarith : 0 ≤ h ^ 2 / (M * C) - 2)]
      rw [e, abs_neg] at t
      have tri := abs_add_le (Q (k + 2) - C * V) (Q k - C * V)
      change |Q (k + 1) - C * V| + |Q 1 - C * V| ≤ |Q (k + 2) - C * V|
      nlinarith [mul_nonneg (sub_nonneg.2 ha) (abs_nonneg (Q (k + 1) - C * V))]
  induction n with
  | zero => simp
  | succ n ih =>
    push_cast
    linarith [inc n]

/-- For positive mass, capacitance and time step, every Verlet trajectory of the fictitious
charge stays within a bounded distance of equilibrium if and only if `h < 2 √(M C)`. -/
theorem bounded_iff_step_lt (hM : 0 < M) (hC : 0 < C) (hh : 0 < h) (V : ℝ) :
    (∀ Q, IsVerlet M C V h Q → ∃ B, ∀ n, |Q n - C * V| ≤ B) ↔ h < 2 * √(M * C) := by
  constructor
  · intro H
    by_contra hn
    -- start at equilibrium and displace the charge by one unit
    have hrun : IsVerlet M C V h (verletRun M C V h (C * V) (C * V + 1)) := by
      intro n
      rw [verletRun]
      ring
    obtain ⟨B, hB⟩ := H _ hrun
    obtain ⟨n, hBn⟩ := exists_nat_gt B
    have g := linear_growth hM hC hh (not_lt.1 hn) hrun rfl n
    have h1 : verletRun M C V h (C * V) (C * V + 1) 1 - C * V = 1 := by
      simp [verletRun]
    rw [h1, abs_one, mul_one] at g
    linarith [hB n]
  · intro hs Q hQ
    exact ⟨_, fun n => deviation_le hM hC hh hs hQ n⟩

/-- For positive mass and capacitance, a harmonic oscillation about equilibrium with phase
advance `θ` per step solves the Verlet scheme when `h = 2 √(M C) sin (θ / 2)`. -/
theorem isVerlet_of_harmonic (hM : 0 < M) (hC : 0 < C) {A θ φ : ℝ}
    (hθ : h = 2 * √(M * C) * Real.sin (θ / 2))
    (hQ : ∀ n : ℕ, Q n = C * V + A * Real.cos (n * θ + φ)) : IsVerlet M C V h Q := by
  have ha : h ^ 2 / (M * C) = 4 * Real.sin (θ / 2) ^ 2 := by
    rw [div_eq_iff (mul_pos hM hC).ne', hθ]
    linear_combination 4 * Real.sin (θ / 2) ^ 2 * Real.sq_sqrt (mul_pos hM hC).le
  have hc : Real.cos θ = 1 - 2 * Real.sin (θ / 2) ^ 2 := by
    have d := Real.cos_two_mul (θ / 2)
    rw [mul_div_cancel₀ θ (two_ne_zero' ℝ)] at d
    linear_combination d + 2 * Real.sin_sq_add_cos_sq (θ / 2)
  rw [isVerlet_iff_deviation hC.ne']
  intro n
  -- express the outer phases through the middle one
  have e2 : ((n + 2 : ℕ) : ℝ) * θ + φ = (((n + 1 : ℕ) : ℝ) * θ + φ) + θ := by
    push_cast
    ring
  have e0 : (n : ℝ) * θ + φ = (((n + 1 : ℕ) : ℝ) * θ + φ) - θ := by
    push_cast
    ring
  rw [hQ (n + 2), hQ (n + 1), hQ n, e2, e0, Real.cos_add _ θ, Real.cos_sub _ θ, ha]
  linear_combination 2 * A * Real.cos (((n + 1 : ℕ) : ℝ) * θ + φ) * hc

end FictitiousChargePotentiostat
```

```lean
#print axioms FictitiousChargePotentiostat.hasDerivAt_grandEnergy
#print axioms FictitiousChargePotentiostat.isVerlet_iff_deviation
#print axioms FictitiousChargePotentiostat.bounded_iff_step_lt
#print axioms FictitiousChargePotentiostat.isVerlet_of_harmonic
```

```
'FictitiousChargePotentiostat.hasDerivAt_grandEnergy' depends on axioms: [propext, Classical.choice, Quot.sound]
'FictitiousChargePotentiostat.isVerlet_iff_deviation' depends on axioms: [propext, Classical.choice, Quot.sound]
'FictitiousChargePotentiostat.bounded_iff_step_lt' depends on axioms: [propext, Classical.choice, Quot.sound]
'FictitiousChargePotentiostat.isVerlet_of_harmonic' depends on axioms: [propext, Classical.choice, Quot.sound]
```

## What is established, and for which model

A trajectory is a function `Q : ℕ → ℝ`, and `IsVerlet` says that it obeys the Verlet recursion above at every step; its first two charges are free. In `bounded_iff_step_lt`, the bound `B` may depend on the trajectory but not on `n`. The potential `V` is any real number, and `V = 0` gives the recursion for \(q\) directly. Above the limit some trajectory is unbounded, though not every one: a charge resting at \(CV\) stays there.

The proof follows the derivation:

- `hasDerivAt_grandEnergy` obtains the force from the energy, and `isVerlet_iff_deviation` shifts the charge by \(CV\).
- `shadowEnergy_conserved` is an induction whose `linear_combination` step is the factorisation above.
- `deviation_le` checks the completed square with `field_simp` and `ring`, then takes the root. `step_lt_iff_sq_lt` translates between \(h<2\sqrt{MC}\) and \(h^2<4MC\).
- `linear_growth` proves the increment estimate by induction, using `abs_add_le`.
- `bounded_iff_step_lt` applies that growth to `verletRun`, started at equilibrium with unit first displacement, and picks a step number larger than the supposed bound.
- `isVerlet_of_harmonic` verifies the oscillating solution.

Positivity of \(h\) matters. With \(M=C=1\), \(V=0\) and \(h=0\), the sequence \(Q_n=n\) satisfies the scheme and is unbounded, although \(0<2\).

The result concerns real numbers, not floating-point rounding. It does not cover a capacitance that changes with the ionic configuration, several coupled charges, or a thermostat. Boundedness is also weaker than accuracy: a step just below the limit is stable but samples the oscillation barely more than \(\pi\) times per continuous period.
